# For a positive Hamaker constant, Hamaker's energy of two equal spheres is negative, with a $d^{-6}$ tail and an inverse-gap divergence at contact

Two solid spheres of radius $R$, with centres a distance $d$ apart, attract each other through the dispersion forces between their atoms. If each pair of atoms at distance $r$ contributes $-C/r^6$, and the atoms are smeared out with number densities $\rho_1$ and $\rho_2$, integration over both volumes gives Hamaker's energy

$$E(d)=-\frac A6\left[\frac{2R^2}{d^2-4R^2}+\frac{2R^2}{d^2}+\ln\left(1-\frac{4R^2}{d^2}\right)\right],\qquad A=\pi^2C\rho_1\rho_2 .$$

Here $A$ is the Hamaker constant, the gap between the surfaces is $d-2R$, and $E$ vanishes at infinite separation. The Lean code starts from this closed form; the volume integration that leads to it is assumed. Retardation and many-body effects are neglected.

```lean
import Mathlib

open Filter Topology

namespace HamakerSpheres

noncomputable section

/-- Hamaker's energy of two equal spheres of radius `R` with Hamaker constant `A` at centre
distance `d`, for separated spheres, `0 < 2R < d`. -/
def hamakerEnergy (A R d : ℝ) : ℝ :=
  -(A / 6) * (2 * R ^ 2 / (d ^ 2 - 4 * R ^ 2) + 2 * R ^ 2 / d ^ 2
    + Real.log (1 - 4 * R ^ 2 / d ^ 2))
```

`hamakerEnergy A R d` is $E(d)$, with real numbers for all quantities in fixed units and `Real.log` for the natural logarithm. The theorems use it for $d>2R$.

## One variable instead of two lengths

```lean
/-- The dimensionless shape function of the variable `x = 4R²/d²`, for `x < 1`. -/
def shape (x : ℝ) : ℝ := x / (2 * (1 - x)) + x / 2 + Real.log (1 - x)
```

With $x=4R^2/d^2$, the bracket becomes $f(x)=\frac{x}{2(1-x)}+\frac x2+\ln(1-x)$, called `shape`.

```lean
/-- For `x < 1` the slope of the shape function is `x² / (2(1-x)²)`. -/
theorem hasDerivAt_shape {x : ℝ} (hx : x < 1) :
    HasDerivAt shape (x ^ 2 / (2 * (1 - x) ^ 2)) x := by
  have h1 : 1 - x ≠ 0 := (sub_pos.mpr hx).ne'
  have hs : HasDerivAt (fun y : ℝ => 1 - y) (-1) x := (hasDerivAt_id' x).const_sub 1
  have hq := (hasDerivAt_id' x).fun_div (hs.const_mul 2) (mul_ne_zero two_ne_zero h1)
  have h := (hq.fun_add ((hasDerivAt_id' x).div_const 2)).fun_add (hs.log h1)
  refine h.congr_deriv ?_
  field_simp
  ring
```

In a Lean theorem the hypotheses, here `hx : x < 1`, come before the final colon and the claim after it. `HasDerivAt` says that a function has the stated derivative at a point. By hand,

$$f'(x)=\frac1{2(1-x)^2}+\frac12-\frac1{1-x}=\frac{[1-(1-x)]^2}{2(1-x)^2}=\frac{x^2}{2(1-x)^2}.$$

Lean assembles the derivative from the quotient, sum and logarithm rules; `field_simp` and `ring` do the algebra.

```lean
/-- A function that vanishes at `0`, is differentiable on `[0,1)` and has positive slope on
`(0,1)` is positive on `(0,1)`. -/
theorem pos_of_slope_pos {g g' : ℝ → ℝ} (h0 : g 0 = 0)
    (hd : ∀ y, 0 ≤ y → y < 1 → HasDerivAt g (g' y) y)
    (hp : ∀ y, 0 < y → y < 1 → 0 < g' y) {x : ℝ} (hx0 : 0 < x) (hx1 : x < 1) : 0 < g x := by
  have hm : StrictMonoOn g (Set.Ico 0 1) := by
    apply strictMonoOn_of_deriv_pos (convex_Ico 0 1)
    · intro y hy
      exact (hd y hy.1 hy.2).continuousAt.continuousWithinAt
    · intro y hy
      rw [interior_Ico] at hy
      rw [(hd y hy.1.le hy.2).deriv]
      exact hp y hy.1 hy.2
  have h := hm (Set.left_mem_Ico.mpr one_pos) (Set.mem_Ico.mpr ⟨hx0.le, hx1⟩) hx0
  rwa [h0] at h
```

A function that vanishes at $0$, is differentiable on $[0,1)$ and has positive slope on $(0,1)$ is positive on $(0,1)$. Differentiability at $0$ rules out a jump there. The proof shows that it is strictly increasing on $[0,1)$.

```lean
/-- For `0 < x < 1` the shape function lies between `x³/6` and `x³/(6(1-x)²)`. -/
theorem shape_bounds {x : ℝ} (hx0 : 0 < x) (hx1 : x < 1) :
    x ^ 3 / 6 < shape x ∧ shape x < x ^ 3 / 6 / (1 - x) ^ 2 := by
  have h3 : ∀ y : ℝ, HasDerivAt (fun z : ℝ => z ^ 3) (3 * y ^ 2) y := fun y => by
    simpa using hasDerivAt_pow 3 y
  constructor
  · refine sub_pos.mp (pos_of_slope_pos (g := fun y => shape y - y ^ 3 / 6)
      (g' := fun y => y ^ 2 / (2 * (1 - y) ^ 2) - y ^ 2 / 2) (by simp [shape]) ?_ ?_ hx0 hx1)
    · intro y _ hy
      exact ((hasDerivAt_shape hy).fun_sub ((h3 y).div_const 6)).congr_deriv (by ring)
    · intro y hy0 hy1
      have h1 : 0 < 1 - y := sub_pos.mpr hy1
      have e : y ^ 2 / (2 * (1 - y) ^ 2) - y ^ 2 / 2
          = y ^ 3 * (2 - y) / (2 * (1 - y) ^ 2) := by
        field_simp
        ring
      change 0 < y ^ 2 / (2 * (1 - y) ^ 2) - y ^ 2 / 2
      rw [e]
      exact div_pos (mul_pos (pow_pos hy0 3) (by linarith)) (mul_pos two_pos (pow_pos h1 2))
  · refine sub_pos.mp (pos_of_slope_pos (g := fun y => y ^ 3 / 6 / (1 - y) ^ 2 - shape y)
      (g' := fun y => y ^ 3 / (3 * (1 - y) ^ 3)) (by simp [shape]) ?_ ?_ hx0 hx1)
    · intro y _ hy
      have h1 : 1 - y ≠ 0 := (sub_pos.mpr hy).ne'
      have hs : HasDerivAt (fun z : ℝ => 1 - z) (-1) y := (hasDerivAt_id' y).const_sub 1
      have hs2 : HasDerivAt (fun z : ℝ => (1 - z) ^ 2) (-2 * (1 - y)) y :=
        (hs.fun_pow 2).congr_deriv (by simp)
      refine ((((h3 y).div_const 6).fun_div hs2 (pow_ne_zero 2 h1)).fun_sub
        (hasDerivAt_shape hy)).congr_deriv ?_
      field_simp
      ring
    · intro y hy0 hy1
      exact div_pos (pow_pos hy0 3) (mul_pos three_pos (pow_pos (sub_pos.mpr hy1) 3))
```

For $0<x<1$ this reads

$$\frac{x^3}6<f(x)<\frac{x^3}{6(1-x)^2}.$$

All three functions vanish at $x=0$, so it suffices to compare slopes:

$$f'-\frac{x^2}2=\frac{x^3(2-x)}{2(1-x)^2}>0,\qquad \left(\frac{x^3}{6(1-x)^2}\right)'-f'=\frac{x^3}{3(1-x)^3}>0 .$$

The previous lemma is applied to each difference.

## Bounds and force at every separation

```lean
/-- For separated spheres `x = 4R²/d²` lies between 0 and 1, and the energy is `-A/6` times the
shape function at `x`. -/
theorem energy_eq_shape {A R d : ℝ} (hR : 0 < R) (hd : 2 * R < d) :
    0 < 4 * R ^ 2 / d ^ 2 ∧ 4 * R ^ 2 / d ^ 2 < 1 ∧
      hamakerEnergy A R d = -(A / 6) * shape (4 * R ^ 2 / d ^ 2) := by
  have hd0 : 0 < d := by linarith
  have hlt : 4 * R ^ 2 < d ^ 2 := by nlinarith
  have h : d ^ 2 - 4 * R ^ 2 ≠ 0 := (sub_pos.mpr hlt).ne'
  refine ⟨by positivity, (div_lt_one (by positivity)).mpr hlt, ?_⟩
  have e : 1 - 4 * R ^ 2 / d ^ 2 = (d ^ 2 - 4 * R ^ 2) / d ^ 2 := by field_simp
  have e1 : 2 * R ^ 2 / (d ^ 2 - 4 * R ^ 2)
      = 4 * R ^ 2 / d ^ 2 / (2 * (1 - 4 * R ^ 2 / d ^ 2)) := by
    rw [e]
    field_simp
    ring
  have e2 : 2 * R ^ 2 / d ^ 2 = 4 * R ^ 2 / d ^ 2 / 2 := by ring
  unfold hamakerEnergy shape
  rw [e1, e2]
```

For $d>2R>0$, $x$ lies in $(0,1)$. Since $1-x=(d^2-4R^2)/d^2$, the terms match one by one and $E=-\frac A6f(x)$.

```lean
/-- For `A, R > 0` and `d > 2R` the energy lies strictly above the contact form
`-AR/(12(d-2R))` and strictly below the far form `-(16/9)AR⁶/d⁶`. -/
theorem energy_between {A R d : ℝ} (hA : 0 < A) (hR : 0 < R) (hd : 2 * R < d) :
    -(A * R / (12 * (d - 2 * R))) < hamakerEnergy A R d ∧
      hamakerEnergy A R d < -(16 / 9 * A * R ^ 6 / d ^ 6) := by
  obtain ⟨h0, h1, he⟩ := energy_eq_shape (A := A) hR hd
  have hA6 : 0 < A / 6 := by positivity
  constructor
  · have hm : 0 < d - 2 * R := sub_pos.mpr hd
    have hp : 0 < d + 2 * R := by linarith
    -- the logarithm outweighs the second term
    have hl := Real.log_le_sub_one_of_pos (sub_pos.mpr h1)
    have e2 : 2 * R ^ 2 / d ^ 2 = 4 * R ^ 2 / d ^ 2 / 2 := by ring
    have e3 : R / (2 * (d - 2 * R)) - 2 * R ^ 2 / (d ^ 2 - 4 * R ^ 2)
        = R / (2 * (d + 2 * R)) := by
      rw [show d ^ 2 - 4 * R ^ 2 = (d - 2 * R) * (d + 2 * R) by ring,
        div_sub_div _ _ (mul_pos two_pos hm).ne' (mul_pos hm hp).ne',
        div_eq_div_iff (mul_pos (mul_pos two_pos hm) (mul_pos hm hp)).ne'
          (mul_pos two_pos hp).ne']
      ring
    have h4 : 0 < R / (2 * (d + 2 * R)) := by positivity
    have hS : 2 * R ^ 2 / (d ^ 2 - 4 * R ^ 2) + 2 * R ^ 2 / d ^ 2
        + Real.log (1 - 4 * R ^ 2 / d ^ 2) < R / (2 * (d - 2 * R)) := by linarith
    have hmul := mul_lt_mul_of_pos_left hS hA6
    have e5 : A / 6 * (R / (2 * (d - 2 * R))) = A * R / (12 * (d - 2 * R)) := by
      rw [div_mul_div_comm]
      ring
    rw [e5] at hmul
    unfold hamakerEnergy
    rw [neg_mul]
    exact neg_lt_neg hmul
  · have hmul := mul_lt_mul_of_pos_left (shape_bounds h0 h1).1 hA6
    have e : A / 6 * ((4 * R ^ 2 / d ^ 2) ^ 3 / 6) = 16 / 9 * A * R ^ 6 / d ^ 6 := by ring
    rw [e] at hmul
    rw [he, neg_mul]
    exact neg_lt_neg hmul
```

For $A,R>0$ and $d>2R$,

$$-\frac{AR}{12(d-2R)}<E(d)<-\frac{16AR^6}{9d^6}.$$

The upper bound is $-\frac A6\cdot\frac{x^3}6$ with $x^3=64R^6/d^6$. For the lower one, $\ln(1-x)\le-x$ makes the last two terms of the bracket sum to at most $-x/2<0$. The first term is

$$\frac{2R^2}{d^2-4R^2}=\frac R{2(d-2R)}-\frac R{2(d+2R)}<\frac R{2(d-2R)} .$$

Multiplication by $-A/6$ reverses the inequality.

```lean
/-- For `R > 0` and `d > 2R` the slope of the energy in the centre distance is
`32AR⁶ / (3d³(d²-4R²)²)`. -/
theorem hasDerivAt_energy {A R d : ℝ} (hR : 0 < R) (hd : 2 * R < d) :
    HasDerivAt (hamakerEnergy A R)
      (32 * A * R ^ 6 / (3 * d ^ 3 * (d ^ 2 - 4 * R ^ 2) ^ 2)) d := by
  have hd0 : d ≠ 0 := (by linarith : 0 < d).ne'
  have h : d ^ 2 - 4 * R ^ 2 ≠ 0 := by
    have : 0 < d ^ 2 - 4 * R ^ 2 := by nlinarith
    exact this.ne'
  have h2 : HasDerivAt (fun y : ℝ => y ^ 2) (2 * d) d := by simpa using hasDerivAt_pow 2 d
  have hx : HasDerivAt (fun y : ℝ => 4 * R ^ 2 / y ^ 2) (-8 * R ^ 2 / d ^ 3) d := by
    refine ((hasDerivAt_const d (4 * R ^ 2)).fun_div h2 (pow_ne_zero 2 hd0)).congr_deriv ?_
    field_simp
    ring
  have hc := (HasDerivAt.comp d (hasDerivAt_shape (energy_eq_shape (A := A) hR hd).2.1)
    hx).const_mul (-(A / 6))
  refine (hc.congr_of_eventuallyEq ?_).congr_deriv ?_
  · filter_upwards [eventually_gt_nhds hd] with y hy
    exact (energy_eq_shape hR hy).2.2
  · rw [show 1 - 4 * R ^ 2 / d ^ 2 = (d ^ 2 - 4 * R ^ 2) / d ^ 2 by field_simp]
    field_simp
    ring
```

The chain rule with $dx/dd=-8R^2/d^3$ gives

$$\frac{dE}{dd}=-\frac A6\cdot\frac{x^2}{2(1-x)^2}\cdot\left(-\frac{8R^2}{d^3}\right)=\frac{32AR^6}{3d^3(d^2-4R^2)^2}.$$

For $A>0$ this slope is the magnitude of the force pulling each sphere towards the other. A dynamics simulation of equal colloidal spheres that adopts this pairwise-additive, unretarded energy can use the formula for the attractive part of the force between each pair it includes. At $d=3R$ it equals $32A/(2025R)\approx0.0158\,A/R$.

## The two limits

```lean
/-- For `A, R > 0`, `d⁶ E(d)` tends to `-(16/9)AR⁶` at infinite separation. -/
theorem far_limit {A R : ℝ} (hA : 0 < A) (hR : 0 < R) :
    Tendsto (fun d => d ^ 6 * hamakerEnergy A R d) atTop (𝓝 (-(16 / 9 * A * R ^ 6))) := by
  have hx : Tendsto (fun d : ℝ => 4 * R ^ 2 / d ^ 2) atTop (𝓝 0) :=
    tendsto_const_nhds.div_atTop (tendsto_pow_atTop two_ne_zero)
  have hlow : Tendsto (fun d : ℝ => -(16 / 9 * A * R ^ 6) / (1 - 4 * R ^ 2 / d ^ 2) ^ 2)
      atTop (𝓝 (-(16 / 9 * A * R ^ 6))) := by
    have h := (tendsto_const_nhds (x := -(16 / 9 * A * R ^ 6))).div
      (((tendsto_const_nhds (x := (1 : ℝ))).sub hx).pow 2) (by norm_num)
    rwa [sub_zero, one_pow, div_one] at h
  -- squeeze between the two bounds on the shape function
  refine tendsto_of_tendsto_of_tendsto_of_le_of_le' hlow tendsto_const_nhds ?_ ?_
  · filter_upwards [eventually_gt_atTop (2 * R)] with d hd
    have hd0 : 0 < d := by linarith
    obtain ⟨h0, h1, he⟩ := energy_eq_shape (A := A) hR hd
    have hk : d ^ 6 * (4 * R ^ 2 / d ^ 2) ^ 3 = 64 * R ^ 6 := by
      field_simp
      ring
    have hpos : 0 ≤ d ^ 6 * (A / 6) := by positivity
    have hb := mul_le_mul_of_nonneg_left (shape_bounds h0 h1).2.le hpos
    have e : d ^ 6 * (A / 6) * ((4 * R ^ 2 / d ^ 2) ^ 3 / 6 / (1 - 4 * R ^ 2 / d ^ 2) ^ 2)
        = 16 / 9 * A * R ^ 6 / (1 - 4 * R ^ 2 / d ^ 2) ^ 2 := by
      linear_combination (A / 36 / (1 - 4 * R ^ 2 / d ^ 2) ^ 2) * hk
    rw [e] at hb
    rw [he, neg_div]
    linarith
  · filter_upwards [eventually_gt_atTop (2 * R)] with d hd
    have hd0 : 0 < d := by linarith
    have h := mul_lt_mul_of_pos_left (energy_between hA hR hd).2 (pow_pos hd0 6)
    have e : d ^ 6 * -(16 / 9 * A * R ^ 6 / d ^ 6) = -(16 / 9 * A * R ^ 6) := by
      field_simp
    linarith
```

`Tendsto` expresses a limit, `atTop` means $d\to\infty$, and `𝓝` marks the limiting value. Multiplying the bounds on $f$ by $-Ad^6/6$ gives

$$-\frac{16AR^6}{9(1-x)^2}<d^6E(d)<-\frac{16AR^6}9 .$$

As $x\to0$, both sides agree and squeeze $d^6E(d)$ to $-\frac{16}9AR^6$.

```lean
/-- For `R > 0`, `(d-2R) E(d)` tends to `-AR/12` as the spheres approach contact. -/
theorem contact_limit {A R : ℝ} (hR : 0 < R) :
    Tendsto (fun d => (d - 2 * R) * hamakerEnergy A R d) (𝓝[>] (2 * R))
      (𝓝 (-(A * R / 12))) := by
  -- the logarithmic singularity is removed by the factor `d - 2R`
  have h1 : Tendsto (fun d : ℝ => (d - 2 * R) * Real.log (d - 2 * R)) (𝓝 (2 * R)) (𝓝 0) := by
    have hc : Continuous (fun d : ℝ => (d - 2 * R) * Real.log (d - 2 * R)) :=
      Real.continuous_mul_log.comp (by fun_prop : Continuous fun d : ℝ => d - 2 * R)
    simpa using hc.tendsto (2 * R)
  have h2 : ContinuousAt (fun d : ℝ => 2 * R ^ 2 / (d + 2 * R)
      + (d - 2 * R) * (2 * R ^ 2 / d ^ 2 + Real.log (d + 2 * R) - 2 * Real.log d)) (2 * R) := by
    fun_prop (disch := positivity)
  have ht := (h2.tendsto.add h1).const_mul (-(A / 6))
  have hv : -(A / 6) * (2 * R ^ 2 / (2 * R + 2 * R) + (2 * R - 2 * R) * (2 * R ^ 2 / (2 * R) ^ 2
      + Real.log (2 * R + 2 * R) - 2 * Real.log (2 * R)) + 0) = -(A * R / 12) := by
    rw [sub_self, zero_mul, add_zero, add_zero, show 2 * R + 2 * R = 4 * R by ring]
    field_simp
    ring
  rw [← hv]
  refine (ht.mono_left nhdsWithin_le_nhds).congr' ?_
  filter_upwards [self_mem_nhdsWithin] with d hd
  have hm : 0 < d - 2 * R := sub_pos.mpr hd
  have hp : 0 < d + 2 * R := by linarith
  have hd0 : 0 < d := by linarith
  have hlog : Real.log (1 - 4 * R ^ 2 / d ^ 2)
      = Real.log (d - 2 * R) + Real.log (d + 2 * R) - 2 * Real.log d := by
    have e : 1 - 4 * R ^ 2 / d ^ 2 = (d - 2 * R) * (d + 2 * R) / d ^ 2 := by
      field_simp
      ring
    rw [e, Real.log_div (mul_pos hm hp).ne' (pow_pos hd0 2).ne',
      Real.log_mul hm.ne' hp.ne', Real.log_pow, Nat.cast_ofNat]
  have hfrac : (d - 2 * R) * (2 * R ^ 2 / (d ^ 2 - 4 * R ^ 2)) = 2 * R ^ 2 / (d + 2 * R) := by
    rw [show d ^ 2 - 4 * R ^ 2 = (d - 2 * R) * (d + 2 * R) by ring]
    field_simp
  simp only [hamakerEnergy, hlog]
  linear_combination (A / 6) * hfrac
```

`𝓝[>] (2 * R)` means that $d$ approaches $2R$ from above. Factoring $1-x=(d-2R)(d+2R)/d^2$ gives

$$(d-2R)E=-\frac A6\Big[\frac{2R^2}{d+2R}+(d-2R)\Big(\frac{2R^2}{d^2}+\ln(d+2R)-2\ln d\Big)+(d-2R)\ln(d-2R)\Big].$$

The first term tends to $R/2$ and the second to zero. The third also vanishes, because $t\ln t\to0$ as $t\to0^+$; Lean uses `Real.continuous_mul_log`. The limit is $-AR/12$. The divergence of $E$ belongs to the continuum picture, which fails when the gap is comparable to atomic spacings.

```lean
/-- For `A, R > 0`, Hamaker's two-sphere energy is negative at every `d > 2R`, `d⁶ E(d)` tends to
`-(16/9)AR⁶` at infinity, and `(d-2R) E(d)` tends to `-AR/12` at contact. -/
theorem hamaker_two_spheres {A R : ℝ} (hA : 0 < A) (hR : 0 < R) :
    (∀ d, 2 * R < d → hamakerEnergy A R d < 0) ∧
    Tendsto (fun d => d ^ 6 * hamakerEnergy A R d) atTop (𝓝 (-(16 / 9 * A * R ^ 6))) ∧
    Tendsto (fun d => (d - 2 * R) * hamakerEnergy A R d) (𝓝[>] (2 * R))
      (𝓝 (-(A * R / 12))) := by
  refine ⟨fun d hd => ?_, far_limit hA hR, contact_limit hR⟩
  have hd0 : 0 < d := by linarith
  have h : 0 < 16 / 9 * A * R ^ 6 / d ^ 6 := by positivity
  linarith [(energy_between hA hR hd).2]
```

The main theorem joins three statements with `∧`, "and": $E<0$ for every $d>2R$, and the two limits. Negativity follows from the upper bound on $E$.

```lean
/-- With `A = π²Cρ₁ρ₂` and `C, ρ₁, ρ₂, R > 0`, the limit of `d⁶ E(d)` at infinity is `-C` times
the product of the numbers `ρ₁V` and `ρ₂V`, where `V = 4πR³/3`. -/
theorem far_limit_atoms {C ρ₁ ρ₂ R : ℝ} (hC : 0 < C) (h₁ : 0 < ρ₁) (h₂ : 0 < ρ₂)
    (hR : 0 < R) :
    Tendsto (fun d => d ^ 6 * hamakerEnergy (Real.pi ^ 2 * C * ρ₁ * ρ₂) R d) atTop
      (𝓝 (-(C * (ρ₁ * (4 / 3 * Real.pi * R ^ 3)) * (ρ₂ * (4 / 3 * Real.pi * R ^ 3))))) := by
  have hA : 0 < Real.pi ^ 2 * C * ρ₁ * ρ₂ := by positivity
  have h := far_limit hA hR
  have e : -(16 / 9 * (Real.pi ^ 2 * C * ρ₁ * ρ₂) * R ^ 6)
      = -(C * (ρ₁ * (4 / 3 * Real.pi * R ^ 3)) * (ρ₂ * (4 / 3 * Real.pi * R ^ 3))) := by ring
  rwa [e] at h

end

end HamakerSpheres
```

Each sphere has volume $V=\frac43\pi R^3$, so $\frac{16}9\pi^2R^6=V^2$. Inserting $A=\pi^2C\rho_1\rho_2$ turns the far limit into $-C(\rho_1V)(\rho_2V)$: to leading order, distant spheres attract as if all their atoms sat at the centres.

```lean
#print axioms HamakerSpheres.hasDerivAt_energy
#print axioms HamakerSpheres.hamaker_two_spheres
#print axioms HamakerSpheres.far_limit_atoms
```

```
'HamakerSpheres.hasDerivAt_energy' depends on axioms: [propext, Classical.choice, Quot.sound]
'HamakerSpheres.hamaker_two_spheres' depends on axioms: [propext, Classical.choice, Quot.sound]
'HamakerSpheres.far_limit_atoms' depends on axioms: [propext, Classical.choice, Quot.sound]
```
